# For a finite-dimensional Hamiltonian, exp(itH) exp(−itH) is the identity

The theorem `evolution_mul_neg` says that evolving by a matrix H for a time t and then for −t changes nothing: exp(itH) exp(−itH) = 1. Here H is any finite square complex matrix and t any real number, with no factor of ħ in the exponent. H need not be Hermitian, so the exponentials need not be unitary. The proof moves the minus sign to the front of the second exponent, merges the two exponentials into one, which is allowed because a matrix commutes with its own negative, and is left with the exponential of zero.

Lean 4 with Mathlib refuses this proof:

```lean
import Mathlib

open Matrix Topology
open Complex (I)

namespace HeisenbergConservation

noncomputable section

variable {n : Type*} [Fintype n] [DecidableEq n]

/-- The matrix exponential `exp(itH)`. -/
def evolution (H : Matrix n n ℂ) (t : ℝ) : Matrix n n ℂ :=
  NormedSpace.exp (t • (I • H))

/-- The product of `exp(itH)` and `exp(-itH)` is the identity matrix. -/
theorem evolution_mul_neg (H : Matrix n n ℂ) (t : ℝ) :
    evolution H t * evolution H (-t) = 1 := by
  unfold evolution
  rw [neg_smul, ← Matrix.exp_add_of_commute _ _ (Commute.refl _).neg_right,
    add_neg_cancel, NormedSpace.exp_zero]

end

end HeisenbergConservation
```

The error:

```
Main.lean:20:48: error(lean.synthInstanceFailed): failed to synthesize instance of type class
  HasDistribNeg (Matrix ?m.26 ?m.26 ?m.27)

Hint: Type class instance resolution failures can be inspected with the `set_option trace.Meta.synthInstance true` command.
Main.lean:18:44: error: unsolved goals
n : Type u_1
inst✝¹ : Fintype n
inst✝ : DecidableEq n
H : Matrix n n ℂ
t : ℝ
⊢ NormedSpace.exp (t • I • H) * NormedSpace.exp (-(t • I • H)) = 1
```

Cause. The first message says that Lean could not find a `HasDistribNeg` instance, which `neg_right` needs, on `Matrix ?m.26 ?m.26 ?m.27`. The question marks stand for an index type and an entry type not yet known. The term `(Commute.refl _).neg_right` does not say which matrix it is about, and Lean needed the instance before the rewrite had been matched against the goal, which would have told it.

The second message follows from the first. It shows the goal as `neg_smul` left it, with the minus sign already in front, so that step had worked and the proof stopped at the next.

The repair proves the commutation beforehand, as `hc`, with the matrix `t • (I • H)` written out. The types are then known and the instance is found. Given `hc`, `Matrix.exp_add_of_commute` also knows which two exponents to add, and the remaining rewrites, which are unchanged, finish the proof.

The change, after which it compiles:

```diff
@@ -18,6 +18,7 @@
     evolution H t * evolution H (-t) = 1 := by
   unfold evolution
-  rw [neg_smul, ← Matrix.exp_add_of_commute _ _ (Commute.refl _).neg_right,
-    add_neg_cancel, NormedSpace.exp_zero]
+  have hc : Commute (t • (I • H)) (-(t • (I • H))) :=
+    (Commute.refl (t • (I • H))).neg_right
+  rw [neg_smul, ← Matrix.exp_add_of_commute _ _ hc, add_neg_cancel, NormedSpace.exp_zero]
 
 end
```
